# Exchange-only LSDA with a frozen orbital favours a split electron when local exchange does not exceed the Hartree energy

To read a binding energy off a computed potential curve of H₂⁺, one subtracts the energy at the minimum from the energy of the separated products, a hydrogen atom and a bare proton. The result equals the depth of the well below the curve's own limit only if the curve approaches this energy as the nuclei are pulled apart. A symmetric calculation, however, ends with half an electron on each proton. The exact energy is the same for both arrangements at infinite separation. In exchange-only LSDA with a frozen orbital, the two half-electron fragments lie strictly lower whenever the local exchange energy of the whole electron is no larger in magnitude than its Hartree energy.

## The energy curve of a fractionally occupied orbital

Let $n(\mathbf r)\ge 0$ be the density of the singly occupied orbital. The orbital is frozen: at occupation $f$ the density is $f\,n(\mathbf r)$, with the same shape for every $f$. In atomic units the exchange-only energy has three parts.

The kinetic energy and the nuclear attraction are both linear in the occupation. Together they give $e f$, where $e$ is their sum for one whole electron.

The Hartree energy contains the density twice, so it scales as $f^2$:

$$
\frac12\iint\frac{f n(\mathbf r)\,f n(\mathbf s)}{|\mathbf r-\mathbf s|}\,d\mathbf s\,d\mathbf r=J f^2,
\qquad
J=\frac12\iint\frac{n(\mathbf r)\,n(\mathbf s)}{|\mathbf r-\mathbf s|}\,d\mathbf s\,d\mathbf r .
$$

The local exchange energy contains the density to the power $4/3$. With $A=\tfrac34(6/\pi)^{1/3}$, the LSDA exchange constant for full spin polarisation,

$$
-A\int \big(f n(\mathbf r)\big)^{4/3}d\mathbf r=-c f^{4/3},
\qquad
c=A\int n(\mathbf r)^{4/3}\,d\mathbf r .
$$

The energy at occupation $f$ is therefore

$$
E(f)=e f+J f^2-c f^{4/3}.
$$

A bare proton has $E(0)=0$, so the straight line between the empty and the fully occupied atom is $f E(1)$. The claim is that, for $J>0$, the curve lies strictly below this line at every $0<f<1$ exactly when $c\le J$.

The constant $J$ is the repulsion of the electron's charge cloud with itself, which is positive for any nonzero density. For a single electron this repulsion is spurious, and exact exchange would cancel it completely. The condition $c\le J$ says that local exchange does not overcorrect it at full occupation. For the hydrogen 1s density, direct integration gives $J=5/16$ and $c=\tfrac{81}{256}(6/\pi^2)^{1/3}\approx0.268$ hartree, so hydrogen satisfies the condition.

## The deviation from the straight line

Since $E(1)=e+J-c$, the one-electron term drops out of the difference:

$$
\begin{aligned}
fE(1)-E(f)&=f(e+J-c)-ef-Jf^2+cf^{4/3}\\
&=Jf(1-f)-cf\,(1-f^{1/3}).
\end{aligned}
$$

Now let $g=f^{1/3}$. Then $1-f=1-g^3=(1-g)(1+g+g^2)$, and a common factor appears:

$$
fE(1)-E(f)=f(1-g)\big[J(1+g+g^2)-c\big].
$$

For $0<f<1$ we have $0<g<1$, so the factor $f(1-g)$ is positive and the bracket decides the sign. At a given $f$, the curve lies below the line exactly when

$$
c<J(1+g+g^2).
$$

Suppose first that $c\le J$. Because $J>0$ and $g>0$,

$$
c\le J<J(1+g+g^2),
$$

and the inequality holds at every fractional occupation.

Suppose instead that $c>J$. One occupation at which the inequality fails is enough to prove the converse. Take

$$
g=\frac{c-J}{c+J},\qquad f=g^3 .
$$

Then $0<g<1$ and $c-J=g(c+J)$, so

$$
J(1+g+g^2)-c=J(g+g^2)-g(c+J)=g(Jg-c)<0,
$$

because $Jg<J<c$. At this occupation the curve lies above the line.

## Two protons sharing one electron

Let two distant protons carry $f$ and $1-f$ electrons. At infinite separation the interaction between the fragments vanishes, and the total energy is $E(f)+E(1-f)$. If $c\le J$, the inequality applies to both occupations, and adding the two results gives

$$
E(f)+E(1-f)<fE(1)+(1-f)E(1)=E(1).
$$

The right-hand side is the energy of a hydrogen atom and a bare proton. At $f=1/2$ this becomes

$$
2E(1/2)<E(1),
$$

which is the spurious stabilisation of dissociated H₂⁺ in the frozen-orbital model.

## Densities and functionals in Lean

The file imports Mathlib and opens the namespace for measures and integrals.

```lean
import Mathlib

open MeasureTheory

namespace FractionalChargeLSDA

noncomputable section
```

Space is the three-dimensional Euclidean space over the reals, so `‖r - s‖` is the ordinary distance between two points.

```lean
/-- Points of three-dimensional space. -/
abbrev Space3 := EuclideanSpace ℝ (Fin 3)
```

A density is any real function on this space. The Hartree functional is the double integral above, including the factor $1/2$, in atomic units.

```lean
/-- The Hartree energy of a density `n`: half the double integral of `n r * n s / ‖r - s‖`.
The integrand is meant for `r ≠ s`; the excluded points form a null set. -/
def hartree (n : Space3 → ℝ) : ℝ :=
  (1 / 2) * ∫ r, ∫ s, n r * n s / ‖r - s‖
```

The exchange functional carries its minus sign in the definition, so for positive `A` and a nonnegative density its value is negative or zero. The constant `A` is left as a parameter, and nothing in the file fixes its LSDA value.

```lean
/-- The local exchange energy of a fully spin-polarised density `n`,
with exchange constant `A`. -/
def localExchange (A : ℝ) (n : Space3 → ℝ) : ℝ :=
  -(A * ∫ r, n r ^ (4 / 3 : ℝ))
```

The total energy evaluates both functionals at the scaled density `fun r => f * n r`. This is where the frozen orbital enters: the occupation changes the amount of density and never its shape. The number `e` is supplied separately and is not computed from `n`. Correlation is absent.

```lean
/-- The exchange-only energy of a frozen orbital with density `n` and occupation `f`, where `e` is
the kinetic energy plus nuclear attraction of the singly occupied orbital. -/
def frozenOrbitalEnergy (e A : ℝ) (n : Space3 → ℝ) (f : ℝ) : ℝ :=
  e * f + hartree (fun r => f * n r) + localExchange A (fun r => f * n r)
```

The scalar curve is defined independently of any density. Its arguments `e`, `J` and `c` are arbitrary real numbers until a theorem restricts them.

```lean
/-- The energy curve `E(f) = e f + J f² - c f^(4/3)` as a function of the electron number `f`. -/
def energy (e J c f : ℝ) : ℝ :=
  e * f + J * f ^ 2 - c * f ^ (4 / 3 : ℝ)
```

## From the functionals to the curve

The first lemma states that the Hartree energy scales as $f^2$. The auxiliary statement `h` rearranges the integrand so that $f^2$ stands in front. Then `integral_const_mul` takes this constant out of the inner and the outer integral.

```lean
/-- Scaling a density by `f` scales its Hartree energy by `f²`. -/
theorem hartree_scale (n : Space3 → ℝ) (f : ℝ) :
    hartree (fun r => f * n r) = f ^ 2 * hartree n := by
  have h : ∀ r s : Space3,
      f * n r * (f * n s) / ‖r - s‖ = f ^ 2 * (n r * n s / ‖r - s‖) := by
    intro r s
    ring
  simp only [hartree, h, integral_const_mul]
  ring
```

The exchange lemma has the same structure, but it needs two sign conditions. The step $(f n)^{4/3}=f^{4/3}n^{4/3}$ is `Real.mul_rpow`, which requires both factors to be nonnegative. The hypotheses `hn` and `hf` provide this, and physically they say that a density and an occupation cannot be negative.

```lean
/-- Scaling a nonnegative density by `f ≥ 0` scales its local exchange energy by `f^(4/3)`. -/
theorem localExchange_scale (A : ℝ) {n : Space3 → ℝ} (hn : ∀ r, 0 ≤ n r)
    {f : ℝ} (hf : 0 ≤ f) :
    localExchange A (fun r => f * n r) = f ^ (4 / 3 : ℝ) * localExchange A n := by
  have h : ∀ r, (f * n r) ^ (4 / 3 : ℝ) = f ^ (4 / 3 : ℝ) * n r ^ (4 / 3 : ℝ) :=
    fun r => Real.mul_rpow hf (hn r)
  simp only [localExchange, h, integral_const_mul]
  ring
```

Combining the two scaling laws identifies the functional energy with the scalar curve. In this identification $J$ is `hartree n` and $c$ is `-localExchange A n`, the magnitude of the exchange energy at full occupation.

```lean
/-- For a nonnegative frozen density and occupation `f ≥ 0`, the exchange-only energy is the curve
`e f + J f² - c f^(4/3)`, with `J` the Hartree energy and `-c` the exchange energy at `f = 1`. -/
theorem frozenOrbitalEnergy_eq (e A : ℝ) {n : Space3 → ℝ} (hn : ∀ r, 0 ≤ n r)
    {f : ℝ} (hf : 0 ≤ f) :
    frozenOrbitalEnergy e A n f = energy e (hartree n) (-localExchange A n) f := by
  rw [frozenOrbitalEnergy, hartree_scale, localExchange_scale A hn hf, energy]
  ring
```

The theorem does not ask that `n` integrate to one or that it come from a hydrogen orbital. Lean gives a divergent integral the value zero, so the constants have their physical meaning only for densities with finite Hartree and exchange energies, such as the 1s density.

## The factorised deviation and its sign

The next theorem is the factorisation derived above, with `f ^ (1 / 3 : ℝ)` in the role of $g$. It holds for every $f\ge0$ and for all real $e$, $J$ and $c$.

```lean
/-- The deviation of the energy curve from the straight line `f E(1)`, for `f ≥ 0`,
in factorised form. -/
theorem deviation_from_line (e J c : ℝ) {f : ℝ} (hf : 0 ≤ f) :
    f * energy e J c 1 - energy e J c f =
      f * (1 - f ^ (1 / 3 : ℝ)) *
        (J * (1 + f ^ (1 / 3 : ℝ) + (f ^ (1 / 3 : ℝ)) ^ 2) - c) := by
  -- everything is a polynomial in the cube root of the occupation
  have h3 : (f ^ (1 / 3 : ℝ)) ^ 3 = f := by
    rw [← Real.rpow_natCast, ← Real.rpow_mul hf]
    norm_num
  have h4 : f ^ (4 / 3 : ℝ) = (f ^ (1 / 3 : ℝ)) ^ 4 := by
    rw [← Real.rpow_natCast, ← Real.rpow_mul hf]
    norm_num
  unfold energy
  rw [h4, Real.one_rpow]
  generalize f ^ (1 / 3 : ℝ) = g at h3 ⊢
  linear_combination (J * f + c * g) * h3
```

The proof turns fractional powers into a polynomial identity. The statement `h3` says that $g^3=f$, and `h4` says that $f^{4/3}=g^4$. After `generalize` has replaced the cube root by a plain variable `g`, the two sides differ by

$$
(Jf+cg)(g^3-f),
$$

which vanishes because of `h3`. The `linear_combination` line records exactly this multiple.

The sign criterion at a fixed occupation follows. The proof shows that $g<1$, hence that $f(1-g)>0$. It then rewrites the inequality as positivity of the deviation and removes the positive factor.

```lean
/-- At a given fractional occupation `0 < f < 1`, the energy lies below the straight line
exactly when `c < J (1 + f^(1/3) + f^(2/3))`. -/
theorem below_line_iff (e J c : ℝ) {f : ℝ} (hf : 0 < f) (hf1 : f < 1) :
    energy e J c f < f * energy e J c 1 ↔
      c < J * (1 + f ^ (1 / 3 : ℝ) + (f ^ (1 / 3 : ℝ)) ^ 2) := by
  have hg : f ^ (1 / 3 : ℝ) < 1 := Real.rpow_lt_one hf.le hf1 (by norm_num)
  have hpos : 0 < f * (1 - f ^ (1 / 3 : ℝ)) := mul_pos hf (sub_pos.2 hg)
  rw [← sub_pos, deviation_from_line e J c hf.le, mul_pos_iff_of_pos_left hpos, sub_pos]
```

For $J>0$ this criterion is weaker than $c\le J$ at any single occupation, because $1+g+g^2>1$. The sharper condition comes from occupations arbitrarily close to zero, where $1+g+g^2$ approaches 1.

## The condition for all fractional occupations

The main theorem assumes $J>0$ and states the equivalence between the inequality at every fractional occupation and $c\le J$. There is no restriction on `e`, and `c` need not be positive.

```lean
/-- For `J > 0`, the energy lies strictly below the straight line `f E(1)` at every fractional
occupation `0 < f < 1` if and only if `c ≤ J`. -/
theorem below_line_everywhere_iff (e c : ℝ) {J : ℝ} (hJ : 0 < J) :
    (∀ f : ℝ, 0 < f → f < 1 → energy e J c f < f * energy e J c 1) ↔ c ≤ J := by
  constructor
  · intro h
    by_contra hc
    have hcJ : J < c := not_le.mp hc
    have hs : 0 < c + J := by linarith
    -- for c > J the inequality fails at the occupation g ^ 3 with g = (c - J) / (c + J)
    obtain ⟨g, hg0, hg1, hgm⟩ : ∃ g : ℝ, 0 < g ∧ g < 1 ∧ g * (c + J) = c - J :=
      ⟨(c - J) / (c + J), div_pos (by linarith) hs, (div_lt_one hs).2 (by linarith),
        div_mul_cancel₀ _ hs.ne'⟩
    have hr : (g ^ 3) ^ (1 / 3 : ℝ) = g := by
      rw [← Real.rpow_natCast, ← Real.rpow_mul hg0.le]
      norm_num
    have hf0 : 0 < g ^ 3 := by positivity
    have hf1 : g ^ 3 < 1 := pow_lt_one₀ hg0.le hg1 (by norm_num)
    have hlt := (below_line_iff e J c hf0 hf1).1 (h (g ^ 3) hf0 hf1)
    rw [hr] at hlt
    nlinarith [mul_pos hg0 (sub_pos.2 hcJ), mul_pos (mul_pos hJ hg0) (sub_pos.2 hg1)]
  · intro hc f hf hf1
    have hg : 0 < f ^ (1 / 3 : ℝ) := Real.rpow_pos_of_pos hf _
    have hpos : 0 < J * (f ^ (1 / 3 : ℝ) + (f ^ (1 / 3 : ℝ)) ^ 2) := by positivity
    exact (below_line_iff e J c hf hf1).2 (by linarith)
```

The first half of the proof is the converse. It assumes $c>J$ and constructs $g=(c-J)/(c+J)$, together with the three facts used by hand: $g>0$, $g<1$ and $g(c+J)=c-J$. The statement `hr` confirms that the cube root of $g^3$ is $g$, so the fixed-occupation criterion can be applied at $f=g^3$. It yields $c<J(1+g+g^2)$. The final `nlinarith` refutes this with the two positive products $g(c-J)$ and $Jg(1-g)$. Their sum is $g(c-Jg)$, the negative of the expression found in the derivation.

The second half is the direct argument. Since $J(g+g^2)$ is positive, $c\le J$ implies $c<J(1+g+g^2)$, and the criterion gives the inequality at each $f$.

## The dissociation limit

The fragment theorem applies the main result at $f$ and at $1-f$ and adds the two inequalities. Both occupations lie strictly between zero and one, so both inequalities are strict.

```lean
/-- For `J > 0` and `c ≤ J`, two separate fragments that share one electron as `f` and `1 - f`,
with `0 < f < 1`, have a total energy below that of one fragment with the whole electron. -/
theorem shared_electron_lower (e : ℝ) {J c f : ℝ} (hJ : 0 < J) (hc : c ≤ J)
    (hf : 0 < f) (hf1 : f < 1) :
    energy e J c f + energy e J c (1 - f) < energy e J c 1 := by
  have h1 := (below_line_everywhere_iff e c hJ).2 hc f hf hf1
  have h2 := (below_line_everywhere_iff e c hJ).2 hc (1 - f) (by linarith) (by linarith)
  linarith
```

The separation of the nuclei does not appear as a variable. The total energy is written from the start as a sum of two independent fragment energies, which represents the limit of infinite distance. The bare proton on the right-hand side contributes zero and is therefore not written.

The case of H₂⁺ uses the main theorem at $f=1/2$ and multiplies the result by two.

```lean
/-- Dissociated H₂⁺ with a frozen orbital: for `J > 0` and `c ≤ J`, two half-electron fragments
have a lower total energy than one fragment with the whole electron. -/
theorem dissociated_H2plus (e : ℝ) {J c : ℝ} (hJ : 0 < J) (hc : c ≤ J) :
    2 * energy e J c (1 / 2) < energy e J c 1 := by
  have h := (below_line_everywhere_iff e c hJ).2 hc (1 / 2) (by norm_num) (by norm_num)
  linarith

end

end FractionalChargeLSDA
```

The hypotheses `hJ` and `hc` concern the scalar constants. To apply the theorem to a particular density, one sets $J$ and $c$ to the values given by `frozenOrbitalEnergy_eq` and verifies the two conditions for them. For hydrogen this is the 1s integration quoted earlier, which is an ordinary calculation and does not appear in the Lean development.

The result concerns one electron in an orbital of fixed shape, with local exchange and no correlation. A self-consistent calculation lets the orbital relax at each occupation, which can change both sides of the comparison, and the theorems make no statement about that case. Within the frozen-orbital model, for $J>0$ and $c\le J$, the energy of a hydrogen atom and a proton is not the dissociation limit of the symmetric H₂⁺ curve. A binding energy that is referred to it exceeds one that is referred to the curve's own limit by $E(1)-2E(1/2)$.

```lean
#print axioms FractionalChargeLSDA.frozenOrbitalEnergy_eq
-- 'FractionalChargeLSDA.frozenOrbitalEnergy_eq' depends on axioms: [propext, Classical.choice, Quot.sound]
#print axioms FractionalChargeLSDA.shared_electron_lower
-- 'FractionalChargeLSDA.shared_electron_lower' depends on axioms: [propext, Classical.choice, Quot.sound]
#print axioms FractionalChargeLSDA.dissociated_H2plus
-- 'FractionalChargeLSDA.dissociated_H2plus' depends on axioms: [propext, Classical.choice, Quot.sound]
```
